# Neutral density changes fix a symmetric kernel on a finite grid up to terms $g_i+g_j$

Two interaction kernels that reproduce the same response data can differ by terms of the form $g_i+g_j$ in their entries, if the non-interacting response conserves particle number and ignores constant potentials. For real symmetric kernels on a finite grid, these terms are exactly what the second-order energies of neutral density changes leave open. In linear-response density functional calculations restricted to such a grid and a real kernel, two kernels can therefore agree on $\langle u,Ku\rangle$ for every neutral density change $u$ and still give different second-order interaction energies when $u$ adds or removes particles.

## Charges, kernels and response on a grid

The grid points form a finite type `n`. A density change is a vector $u$, where $u_i$ is the change in particle number at point $i$, with any quadrature weight already included. Its total charge, counted in particles, is $Q=\sum_i u_i$, and $u$ is neutral when $Q=0$.

```lean
import Mathlib

open Matrix

namespace NeutralResponseKernel

variable {n : Type*} [Fintype n]
```

The kernel is a real matrix $K$, and its quadratic form is

$$\langle u,Ku\rangle=\sum_{ij}u_iK_{ij}u_j .$$

The second-order interaction energy is half of this. In Lean, `⬝ᵥ` is the dot product and `*ᵥ` applies a matrix to a vector.

```lean
/-- The quadratic form `⟨u, K u⟩` of a kernel `K` in a density change `u`,
which is twice the second-order interaction energy. -/
def kernelForm (K : Matrix n n ℝ) (u : n → ℝ) : ℝ := u ⬝ᵥ K *ᵥ u
```

For a vector $g$, let $S_g$ be the matrix with entries $(S_g)_{ij}=g_i+g_j$. The file calls it a separable kernel; it is a sum of one-point terms, not a product.

```lean
/-- The separable kernel with entries `g i + g j`. -/
def separableKernel (g : n → ℝ) : Matrix n n ℝ := Matrix.of fun i j => g i + g j
```

The non-interacting response $\chi_0$ and the interacting response $\chi$ are also real matrices: $\chi_{ij}$ is the density change at $i$ per unit potential at $j$. They are linked by the Dyson equation $\chi=\chi_0+\chi_0K\chi$. The definition states only that a given $\chi$ satisfies this equation, not that a solution exists. Frequency dependence, complex response and the continuum limit lie beyond this model.

```lean
/-- The Dyson equation `χ = χ₀ + χ₀ K χ` linking the non-interacting response `χ₀`,
the kernel `K` and the interacting response `χ`. -/
def SolvesDyson (χ₀ K χ : Matrix n n ℝ) : Prop := χ = χ₀ + χ₀ * K * χ
```

## Separable terms vanish for neutral changes

Acting on $u$, the separable kernel produces the potential

$$(S_gu)_i=\sum_j(g_i+g_j)u_j=g_iQ+\langle g,u\rangle .$$

For neutral $u$ only the constant $\langle g,u\rangle$ remains. The proof expands the sum in the same way.

```lean
/-- The potential that a separable kernel produces from a density change `u` is
`g` times the total charge of `u`, plus a constant. -/
theorem separableKernel_potential (g u : n → ℝ) (i : n) :
    (separableKernel g *ᵥ u) i = g i * ∑ j, u j + g ⬝ᵥ u := by
  simp only [separableKernel, Matrix.mulVec, dotProduct, Matrix.of_apply, add_mul,
    Finset.sum_add_distrib, Finset.mul_sum]
```

Multiplying by $u_i$ and summing gives

$$\langle u,S_gu\rangle=Q\sum_i g_iu_i+\langle g,u\rangle\sum_i u_i=2Q\langle g,u\rangle ,$$

which is zero when $Q=0$. The `calc` block inserts the potential, splits the sum and takes out the common factors.

```lean
/-- The quadratic form of a separable kernel is twice the total charge of `u`
times the overlap of `g` with `u`. -/
theorem kernelForm_separableKernel (g u : n → ℝ) :
    kernelForm (separableKernel g) u = 2 * (∑ i, u i) * (g ⬝ᵥ u) := by
  calc kernelForm (separableKernel g) u
      = ∑ i, u i * (g i * ∑ j, u j + g ⬝ᵥ u) :=
        Finset.sum_congr rfl fun i _ => by rw [separableKernel_potential]
    _ = ∑ i, (g i * u i * (∑ j, u j) + u i * (g ⬝ᵥ u)) :=
        Finset.sum_congr rfl fun i _ => by ring
    _ = 2 * (∑ i, u i) * (g ⬝ᵥ u) := by
        rw [Finset.sum_add_distrib, ← Finset.sum_mul, ← Finset.sum_mul]
        simp only [dotProduct]
        ring
```

## Vanishing on neutral changes forces the form $g_i+g_j$

Suppose now that $K$ is symmetric and $\langle u,Ku\rangle=0$ for every neutral $u$. If $u$ and $v$ are neutral, so is $u+v$, and

$$0=\langle u+v,K(u+v)\rangle=\langle u,Ku\rangle+\langle v,Kv\rangle+\langle u,Kv\rangle+\langle v,Ku\rangle=2\langle u,Kv\rangle .$$

The last equality uses the symmetry of $K$, which is `hsymm` in the proof; `linarith` then combines the three vanishing forms.

```lean
/-- If the quadratic form of a symmetric kernel vanishes on all neutral density changes,
then the kernel does not couple any two neutral density changes. -/
theorem neutral_coupling_eq_zero {K : Matrix n n ℝ} (hK : K.IsSymm)
    (h : ∀ u : n → ℝ, ∑ i, u i = 0 → kernelForm K u = 0)
    {u v : n → ℝ} (hu : ∑ i, u i = 0) (hv : ∑ i, v i = 0) :
    u ⬝ᵥ K *ᵥ v = 0 := by
  have hsymm : v ⬝ᵥ K *ᵥ u = u ⬝ᵥ K *ᵥ v := by
    rw [Matrix.dotProduct_mulVec, ← Matrix.mulVec_transpose, hK.eq, dotProduct_comm]
  -- polarization: compare the forms of u + v, u and v
  have huv := h (u + v) (by simp [Finset.sum_add_distrib, hu, hv])
  have h1 := h u hu
  have h2 := h v hv
  simp only [kernelForm, Matrix.mulVec_add, add_dotProduct, dotProduct_add] at huv h1 h2
  linarith
```

Choose a reference point $k$ and write $e_i$ for a unit charge at $i$. The vectors $e_i-e_k$ and $e_j-e_k$ are neutral, so

$$0=\langle e_i-e_k,K(e_j-e_k)\rangle=K_{ij}-K_{ik}-K_{kj}+K_{kk}.$$

With $g_i=K_{ik}-\tfrac12K_{kk}$ and $K_{kj}=K_{jk}$ this becomes

$$K_{ij}=K_{ik}+K_{jk}-K_{kk}=g_i+g_j .$$

The theorem `neutral_form_zero_iff` joins this to the converse from the previous section. Lean writes $e_i$ as `Pi.single i 1`, and `hij` is the displayed relation between the four entries. An empty grid has no reference point, so it is treated separately and $g=0$ serves. The symmetry hypothesis `K.IsSymm` matters: a nonzero antisymmetric matrix has zero quadratic form for every $u$, yet is not of the form $g_i+g_j$.

On a single grid point the only neutral change is $u=0$. Neutral changes then say nothing about $K$, and accordingly every $K$ is separable, with $g_1=K_{11}/2$.

```lean
/-- The quadratic form of a symmetric kernel vanishes on every neutral density change
if and only if the kernel has the form `K i j = g i + g j`. -/
theorem neutral_form_zero_iff {K : Matrix n n ℝ} (hK : K.IsSymm) :
    (∀ u : n → ℝ, ∑ i, u i = 0 → kernelForm K u = 0) ↔
      ∃ g : n → ℝ, K = separableKernel g := by
  classical
  constructor
  · intro h
    rcases isEmpty_or_nonempty n with hn | ⟨⟨k⟩⟩
    · exact ⟨0, by ext i; exact hn.elim i⟩
    · refine ⟨fun i => K i k - K k k / 2, ?_⟩
      ext i j
      -- move a unit charge from the reference point k to i, and from k to j
      have neutral : ∀ a : n,
          ∑ x, (Pi.single a (1 : ℝ) - Pi.single k 1 : n → ℝ) x = 0 := by
        intro a
        simp [Finset.sum_sub_distrib]
      have hij := neutral_coupling_eq_zero hK h (neutral i) (neutral j)
      simp [Matrix.mulVec_sub, sub_dotProduct, dotProduct_sub] at hij
      have hs : K k j = K j k := hK.apply j k
      simp only [separableKernel, Matrix.of_apply]
      linarith
  · rintro ⟨g, rfl⟩ u hu
    rw [kernelForm_separableKernel, hu]
    ring
```

For two symmetric kernels $K$ and $L$, the difference $K-L$ is symmetric and

$$\langle u,(K-L)u\rangle=\langle u,Ku\rangle-\langle u,Lu\rangle .$$

Applying the equivalence to $K-L$ shows that the two forms agree on all neutral changes exactly when $K=L+S_g$ for some $g$.

```lean
/-- Two symmetric kernels have the same quadratic form on all neutral density changes
if and only if they differ by a separable kernel. -/
theorem same_neutral_form_iff {K L : Matrix n n ℝ} (hK : K.IsSymm) (hL : L.IsSymm) :
    (∀ u : n → ℝ, ∑ i, u i = 0 → kernelForm K u = kernelForm L u) ↔
      ∃ g : n → ℝ, K = L + separableKernel g := by
  have hsub : ∀ u, kernelForm (K - L) u = kernelForm K u - kernelForm L u := by
    intro u
    simp only [kernelForm, Matrix.sub_mulVec, dotProduct_sub]
  have main := neutral_form_zero_iff (hK.sub hL)
  simp only [hsub, sub_eq_iff_eq_add', add_zero] at main
  exact main
```

## Charged density changes detect the separable term

For a general density change,

$$\langle u,(K+S_g)u\rangle=\langle u,Ku\rangle+2Q\langle g,u\rangle ,$$

so the second-order energy shifts by $Q\langle g,u\rangle$. A unit charge $u=e_i$ has $Q=1$, and its energy shifts by $g_i$. If the form is unchanged for all $u$, every $g_i$ must therefore vanish; the converse is immediate. This step does not need $K$ to be symmetric.

```lean
/-- Adding a separable kernel leaves the quadratic form unchanged for all density changes, charged
ones included, if and only if `g` is zero. -/
theorem charging_form_unchanged_iff (K : Matrix n n ℝ) (g : n → ℝ) :
    (∀ u, kernelForm (K + separableKernel g) u = kernelForm K u) ↔ g = 0 := by
  classical
  have hadd : ∀ u, kernelForm (K + separableKernel g) u
      = kernelForm K u + 2 * (∑ i, u i) * (g ⬝ᵥ u) := by
    intro u
    rw [← kernelForm_separableKernel]
    simp only [kernelForm, Matrix.add_mulVec, dotProduct_add]
  constructor
  · intro h
    funext i
    -- put a unit charge on the grid point i
    have hi := h (Pi.single i 1)
    rw [hadd] at hi
    simpa using hi
  · rintro rfl u
    rw [hadd]
    simp
```

## When the Dyson equation does not see the separable term

Let $\mathbf 1$ be the vector of ones. Particle-number conservation means that the columns of $\chi_0$ sum to zero, $\mathbf 1^{T}\chi_0=0$: no potential changes the total number. Every solution of the Dyson equation inherits this, because

$$\mathbf 1^{T}\chi=\mathbf 1^{T}\chi_0+\mathbf 1^{T}\chi_0K\chi=0 .$$

```lean
/-- If `χ₀` conserves particle number, so does every solution `χ` of the Dyson equation. -/
theorem dyson_conserves_number {χ₀ K χ : Matrix n n ℝ}
    (hcol : (1 : n → ℝ) ᵥ* χ₀ = 0) (h : SolvesDyson χ₀ K χ) :
    (1 : n → ℝ) ᵥ* χ = 0 := by
  calc (1 : n → ℝ) ᵥ* χ = (1 : n → ℝ) ᵥ* (χ₀ + χ₀ * K * χ) :=
        congrArg (fun M => (1 : n → ℝ) ᵥ* M) h
    _ = 0 := by
        rw [Matrix.vecMul_add, ← Matrix.vecMul_vecMul, ← Matrix.vecMul_vecMul, hcol]
        simp
```

The second condition, $\chi_0\mathbf 1=0$, says that a constant potential produces no density change. For a symmetric $\chi_0$ it is equivalent to the first. Since $S_g=g\mathbf 1^{T}+\mathbf 1g^{T}$,

$$\chi_0S_g\chi=(\chi_0g)(\mathbf 1^{T}\chi)+(\chi_0\mathbf 1)(g^{T}\chi)=0 .$$

Hence $\chi_0(K+S_g)\chi=\chi_0K\chi$, and both kernels have the same solutions $\chi$. In Lean, `vecMulVec` forms the outer products and `key` is this last equality. Each direction of the equivalence first obtains $\mathbf 1^{T}\chi=0$ from the Dyson equation it starts with. The theorem says that a separable shift is invisible to $\chi$; it does not say that only such shifts are, and a $\chi_0$ with further null vectors can hide more.

```lean
/-- If `χ₀` conserves particle number and does not respond to a constant potential, adding
a separable kernel to `K` does not change the solutions of the Dyson equation. -/
theorem dyson_add_separable_iff {χ₀ : Matrix n n ℝ} (hcol : (1 : n → ℝ) ᵥ* χ₀ = 0)
    (hrow : χ₀ *ᵥ (1 : n → ℝ) = 0) (K χ : Matrix n n ℝ) (g : n → ℝ) :
    SolvesDyson χ₀ (K + separableKernel g) χ ↔ SolvesDyson χ₀ K χ := by
  have hg : separableKernel g = vecMulVec g 1 + vecMulVec 1 g := by
    ext i j
    simp [separableKernel]
  -- the separable part vanishes between `χ₀`, which ignores constant potentials,
  -- and a number-conserving `χ`
  have key : (1 : n → ℝ) ᵥ* χ = 0 →
      χ₀ * (K + separableKernel g) * χ = χ₀ * K * χ := by
    intro hχ
    have hz : χ₀ * separableKernel g * χ = 0 := by
      rw [hg, Matrix.mul_add, Matrix.add_mul, Matrix.mul_vecMulVec, Matrix.mul_vecMulVec,
        Matrix.vecMulVec_mul, Matrix.vecMulVec_mul, hrow, hχ]
      ext i j
      simp
    rw [Matrix.mul_add, Matrix.add_mul, hz, add_zero]
  constructor
  · intro h
    have e := key (dyson_conserves_number hcol h)
    unfold SolvesDyson at h ⊢
    rw [e] at h
    exact h
  · intro h
    have e := key (dyson_conserves_number hcol h)
    unfold SolvesDyson at h ⊢
    rw [e]
    exact h
```

A two-point example satisfies both conditions. Take

$$\chi_0=\begin{pmatrix}-1&1\\1&-1\end{pmatrix},\qquad K=I,\qquad \chi=\tfrac13\chi_0 .$$

The rows and columns of $\chi_0$ sum to zero, and $\chi_0^2=-2\chi_0$, so

$$\chi_0+\chi_0K\chi=\chi_0+\tfrac13\chi_0^2=\tfrac13\chi_0=\chi .$$

The Lean proof checks the entries one by one.

```lean
/-- On two grid points, the response `χ₀` with rows `(-1, 1)` and `(1, -1)` conserves particle
number, ignores constant potentials, and with the identity kernel gives `χ = χ₀ / 3`. -/
theorem dyson_witness :
    (1 : Fin 2 → ℝ) ᵥ* !![-1, 1; 1, -1] = 0 ∧
    !![-1, 1; 1, -1] *ᵥ (1 : Fin 2 → ℝ) = 0 ∧
    SolvesDyson !![-1, 1; 1, -1] (1 : Matrix (Fin 2) (Fin 2) ℝ)
      !![-1/3, 1/3; 1/3, -1/3] := by
  refine ⟨?_, ?_, ?_⟩
  · ext i
    fin_cases i <;> simp [Matrix.vecMul, dotProduct, Fin.sum_univ_succ]
  · ext i
    fin_cases i <;> simp [Matrix.mulVec, dotProduct, Fin.sum_univ_succ]
  · unfold SolvesDyson
    rw [Matrix.mul_one]
    ext i j
    fin_cases i <;> fin_cases j <;> norm_num [Matrix.mul_apply, Fin.sum_univ_succ]

end NeutralResponseKernel
```

```lean
#print axioms NeutralResponseKernel.same_neutral_form_iff
#print axioms NeutralResponseKernel.charging_form_unchanged_iff
#print axioms NeutralResponseKernel.dyson_add_separable_iff
```

```
'NeutralResponseKernel.same_neutral_form_iff' depends on axioms: [propext, Classical.choice, Quot.sound]
'NeutralResponseKernel.charging_form_unchanged_iff' depends on axioms: [propext, Classical.choice, Quot.sound]
'NeutralResponseKernel.dyson_add_separable_iff' depends on axioms: [propext, Classical.choice, Quot.sound]
```
